# Strutinsky smoothing with a quartic correction reproduces polynomials up to degree five at every width

Smoothing a polynomial of degree at most five with the Strutinsky profile, a Gaussian times a particular quartic, returns the same polynomial at every energy, whatever positive width is chosen. In shell-correction calculations for independent particles, this means that the smoothing does not distort a smooth level density, provided that the density is such a polynomial on the whole energy axis.

That proviso is an idealisation. A real spectrum has a lowest level and its smooth density is not a polynomial everywhere, so the plateau sought in practice, a range of widths over which the shell correction hardly changes, is only approximate. No discrete spectrum enters below.

## Profiles, moments and smoothing

Energies $e$, $u$ and the width $g$ are real numbers in a common unit, and $x$ is dimensionless.

```lean
import Mathlib

open MeasureTheory

namespace StrutinskyPlateau

noncomputable section
```

The Gaussian profile is $\varphi(x)=\exp(-x^2)/\sqrt\pi$. With this convention a width $g$ corresponds to a standard deviation $g/\sqrt2$.

```lean
/-- The normalised Gaussian smoothing profile. -/
def gaussian (x : ℝ) : ℝ := Real.exp (-x ^ 2) / √Real.pi
```

The Strutinsky profile is $f(x)=\varphi(x)\left(\tfrac{15}{8}-\tfrac52x^2+\tfrac12x^4\right)$.

```lean
/-- The Strutinsky profile: the Gaussian times a curvature-correction polynomial of degree four. -/
def strutinsky (x : ℝ) : ℝ := gaussian x * (15 / 8 - 5 * x ^ 2 / 2 + x ^ 4 / 2)
```

For any profile $w$, the $k$-th moment is $\mu_k(w)=\int w(x)\,x^k\,dx$, with $k=0,1,2,\dots$ Write $m_k=\mu_k(\varphi)$ and $s_k=\mu_k(f)$.

```lean
/-- The `k`-th moment of a smoothing profile. -/
def moment (w : ℝ → ℝ) (k : ℕ) : ℝ := ∫ x, w x * x ^ k
```

The smoothed value of a function $F$ at energy $e$ is
$$\langle F\rangle_{w,g}(e)=\int w\!\left(\frac{e-u}{g}\right)F(u)\,\frac{du}{g}.$$
In Lean this is `smear w g F e`. The condition $g>0$ is the hypothesis `hg` of the theorems.

```lean
/-- The function `F` of the energy, smoothed with profile `w` and width `g > 0`, at energy `e`. -/
def smear (w : ℝ → ℝ) (g : ℝ) (F : ℝ → ℝ) (e : ℝ) : ℝ :=
  ∫ u, w ((e - u) / g) * F u / g
```

## (a) Powers against the Gaussian

**Task.** Show that every moment integral of the Gaussian converges absolutely:
$$\int|\varphi(x)\,x^k|\,dx<\infty\quad\text{for every }k\ge0.$$

**Solution.** The function $|x|^k\exp(-x^2/2)$ is continuous and tends to zero at both ends, so it is bounded by some $C_k$. Hence $|\varphi(x)x^k|\le C_k\exp(-x^2/2)/\sqrt\pi$, which has a finite integral.

Lean expresses this as `Integrable`. It needs a separate proof because Lean assigns the value zero to the integral of a non-integrable function. The code takes Mathlib's result for $x^s\exp(-bx^2)$ with real $s>-1$, sets $s=k$ and $b=1$, and divides by $\sqrt\pi$.

```lean
/-- Every natural-number power of `x` is integrable against the Gaussian profile. -/
theorem gaussian_integrable (k : ℕ) : Integrable (fun x : ℝ => gaussian x * x ^ k) := by
  have hk : (-1 : ℝ) < (k : ℝ) := by
    have : (0 : ℝ) ≤ (k : ℝ) := Nat.cast_nonneg k
    linarith
  have h := (integrable_rpow_mul_exp_neg_mul_sq one_pos hk).div_const √Real.pi
  have hf : (fun x : ℝ => gaussian x * x ^ k) =
      fun x : ℝ => x ^ (k : ℝ) * Real.exp (-1 * x ^ 2) / √Real.pi := by
    funext x
    rw [Real.rpow_natCast, neg_one_mul]
    unfold gaussian
    ring
  rw [hf]
  exact h
```

## (b) The Gaussian moments

**Task.** Derive
$$m_0=1,\qquad m_1=0,\qquad m_{k+2}=\frac{k+1}{2}\,m_k .$$

**Solution.** The first equation is the Gaussian integral $\int\exp(-x^2)\,dx=\sqrt\pi$. For the second, integrate $\varphi'(x)=-2x\varphi(x)$ over the line: the boundary values vanish, so $0=-2m_1$. For the third, integrate
$$\frac{d}{dx}\left[\varphi(x)x^{k+1}\right]=(k+1)\varphi(x)x^k-2\varphi(x)x^{k+2},$$
which gives $0=(k+1)m_k-2m_{k+2}$.

In the code, `hd` is the derivative of $\varphi$ and `hk` the derivative of the product. The lemma `integral_eq_zero_of_hasDerivAt_of_integrable` takes the place of the boundary argument: a derivative integrates to zero when it and the function itself are integrable, which part (a) supplies.

```lean
/-- The Gaussian profile has unit integral and zero mean, and its moments obey a two-step recursion.
-/
theorem gaussian_moments : moment gaussian 0 = 1 ∧ moment gaussian 1 = 0 ∧
    ∀ k : ℕ, moment gaussian (k + 2) = ((k : ℝ) + 1) / 2 * moment gaussian k := by
  have hd : ∀ x : ℝ, HasDerivAt gaussian (-2 * (gaussian x * x ^ 1)) x := by
    intro x
    have h : HasDerivAt (fun y : ℝ => -(y * y)) (-(1 * x + x * 1)) x :=
      ((hasDerivAt_id' x).fun_mul (hasDerivAt_id' x)).fun_neg
    have h2 := h.exp.div_const √Real.pi
    simp only [← sq] at h2
    refine HasDerivAt.congr_deriv (show HasDerivAt gaussian _ x from h2) ?_
    unfold gaussian
    ring
  refine ⟨?_, ?_, fun k => ?_⟩
  · have h : ∫ x : ℝ, Real.exp (-x ^ 2) = √Real.pi := by
      simpa using integral_gaussian 1
    simp only [moment, gaussian, pow_zero, mul_one, integral_div, h]
    exact div_self (Real.sqrt_pos.2 Real.pi_pos).ne'
  · -- the first moment is the integral of a total derivative
    have h0 : Integrable gaussian := by simpa using gaussian_integrable 0
    have h := integral_eq_zero_of_hasDerivAt_of_integrable hd
      ((gaussian_integrable 1).const_mul (-2)) h0
    rw [integral_const_mul] at h
    unfold moment
    linarith
  · -- integrate the derivative of `gaussian x * x ^ (k + 1)`
    have hk : ∀ x : ℝ, HasDerivAt (fun y : ℝ => gaussian y * y ^ (k + 1))
        (((k : ℝ) + 1) * (gaussian x * x ^ k) - 2 * (gaussian x * x ^ (k + 2))) x := by
      intro x
      refine ((hd x).fun_mul (hasDerivAt_pow (k + 1) x)).congr_deriv ?_
      simp only [Nat.add_sub_cancel, Nat.cast_add, Nat.cast_one]
      ring
    have i1 := (gaussian_integrable k).const_mul ((k : ℝ) + 1)
    have i2 := (gaussian_integrable (k + 2)).const_mul 2
    have h := integral_eq_zero_of_hasDerivAt_of_integrable hk (i1.sub i2)
      (gaussian_integrable (k + 1))
    rw [integral_sub i1 i2, integral_const_mul, integral_const_mul] at h
    unfold moment
    linear_combination (-1 / 2) * h
```

## (c) The Strutinsky moments

**Task.** Show that the moments of $f$ converge absolutely and satisfy
$$s_k=\frac{(k-2)(k-4)}{8}\,m_k .$$

**Solution.** Multiplying out the quartic writes $f(x)x^k$ as a combination of three integrable functions, so
$$s_k=\tfrac{15}{8}m_k-\tfrac52m_{k+2}+\tfrac12m_{k+4}.$$
Two uses of the recursion give $m_{k+4}=\tfrac{(k+3)(k+1)}{4}m_k$. The factor multiplying $m_k$ is therefore
$$\frac{15-10(k+1)+(k+1)(k+3)}{8}=\frac{k^2-6k+8}{8}=\frac{(k-2)(k-4)}{8}.$$

The theorem returns integrability and the formula as a pair. In its proof `hf` is the expansion, `hm` the three-term sum, and `h2` and `h4` the two uses of the recursion.

```lean
/-- The moments of the Strutinsky profile exist and are the Gaussian ones times
`(k - 2) (k - 4) / 8`. -/
theorem strutinsky_moment (k : ℕ) : Integrable (fun x : ℝ => strutinsky x * x ^ k) ∧
    moment strutinsky k = ((k : ℝ) - 2) * ((k : ℝ) - 4) / 8 * moment gaussian k := by
  have hf : (fun x : ℝ => strutinsky x * x ^ k) = fun x : ℝ =>
      15 / 8 * (gaussian x * x ^ k) - 5 / 2 * (gaussian x * x ^ (k + 2))
        + 1 / 2 * (gaussian x * x ^ (k + 4)) := by
    funext x
    unfold strutinsky
    ring
  have i0 := (gaussian_integrable k).const_mul (15 / 8)
  have i2 := (gaussian_integrable (k + 2)).const_mul (5 / 2)
  have i4 := (gaussian_integrable (k + 4)).const_mul (1 / 2)
  have i02 : Integrable (fun x : ℝ =>
      15 / 8 * (gaussian x * x ^ k) - 5 / 2 * (gaussian x * x ^ (k + 2))) := i0.sub i2
  refine ⟨by rw [hf]; exact i02.add i4, ?_⟩
  have h2 := gaussian_moments.2.2 k
  have h4 : moment gaussian (k + 4) =
      (((k + 2 : ℕ) : ℝ) + 1) / 2 * moment gaussian (k + 2) := gaussian_moments.2.2 (k + 2)
  have hm : moment strutinsky k = 15 / 8 * moment gaussian k
      - 5 / 2 * moment gaussian (k + 2) + 1 / 2 * moment gaussian (k + 4) := by
    unfold moment
    rw [hf, integral_add i02 i4, integral_sub i0 i2, integral_const_mul, integral_const_mul,
      integral_const_mul]
  rw [hm, h4, h2]
  push_cast
  ring
```

## (d) Smoothing any polynomial

**Task.** Let $p(u)=\sum_{n=0}^{N-1}c_nu^n$ have degree below $N$, and let all moments of $w$ converge absolutely. For $g>0$ show that
$$\langle p\rangle_{w,g}(e)=\sum_{n=0}^{N-1}c_n\sum_{k=0}^{n}(-g)^k e^{n-k}\binom nk\mu_k(w).$$

**Solution.** Substitute $u=e-gx$. The sign of $du=-g\,dx$ is absorbed by reversing the limits, so
$$\langle p\rangle_{w,g}(e)=\int w(x)\,p(e-gx)\,dx.$$
Expand $(e-gx)^n=\sum_{k=0}^n\binom nk(-g)^kx^k e^{n-k}$ and integrate term by term.

In Lean, $c_n$ is `p.coeff n`, and the assumption on the moments is `hw`. The substitution `hs` is done as a reflection with a shift, followed by a rescaling. The expansion is `hx`, and `hw` justifies exchanging the integral with the finite sums.

```lean
/-- Smoothing a polynomial with any profile that has finite moments gives a polynomial in the energy
and the width, with coefficients formed from those of `p` and the moments. -/
theorem smear_polynomial {w : ℝ → ℝ} (hw : ∀ k : ℕ, Integrable (fun x : ℝ => w x * x ^ k))
    {g : ℝ} (hg : 0 < g) (p : Polynomial ℝ) {N : ℕ} (hN : p.natDegree < N) (e : ℝ) :
    smear w g (fun u => p.eval u) e = ∑ n ∈ Finset.range N, p.coeff n *
      ∑ k ∈ Finset.range (n + 1), (-g) ^ k * e ^ (n - k) * (n.choose k : ℝ) * moment w k := by
  have hv : ∀ v : ℝ, g * (v / g) = v := fun v => by field_simp
  -- substitute `u = e - g x`
  have hs : smear w g (fun u => p.eval u) e = ∫ x, w x * p.eval (e - g * x) := by
    have h1 := integral_sub_left_eq_self
      (fun v : ℝ => w (v / g) * p.eval (e - v) / g) volume e
    have h2 := Measure.integral_comp_div (fun x : ℝ => w x * p.eval (e - g * x) / g) g
    simp only [sub_sub_cancel] at h1
    simp only [hv, abs_of_pos hg, smul_eq_mul] at h2
    unfold smear
    rw [h1, h2, integral_div]
    exact hv _
  -- expand in powers of `x`
  have hx : ∀ x : ℝ, w x * p.eval (e - g * x) = ∑ n ∈ Finset.range N,
      ∑ k ∈ Finset.range (n + 1),
        (p.coeff n * ((-g) ^ k * e ^ (n - k) * (n.choose k : ℝ))) * (w x * x ^ k) := by
    intro x
    rw [Polynomial.eval_eq_sum_range' hN, Finset.mul_sum]
    refine Finset.sum_congr rfl fun n _ => ?_
    rw [show e - g * x = (-g) * x + e by ring, add_pow, Finset.mul_sum, Finset.mul_sum]
    refine Finset.sum_congr rfl fun k _ => ?_
    rw [mul_pow]
    ring
  rw [hs]
  simp only [hx]
  rw [MeasureTheory.integral_finsetSum]
  · refine Finset.sum_congr rfl fun n _ => ?_
    rw [MeasureTheory.integral_finsetSum, Finset.mul_sum]
    · refine Finset.sum_congr rfl fun k _ => ?_
      rw [integral_const_mul]
      unfold moment
      ring
    · exact fun k _ => (hw k).const_mul _
  · exact fun n _ => MeasureTheory.integrable_finsetSum _ fun k _ => (hw k).const_mul _
```

## (e) Degree six

**Task.** For $p$ of degree at most six and $g>0$, show that
$$\langle p\rangle_{f,g}(e)=p(e)+\tfrac{15}{8}\,c_6\,g^6 .$$

**Solution.** By (b) the odd Gaussian moments vanish, so $s_1=s_3=s_5=0$. By (c) the prefactor gives $s_2=s_4=0$ and $s_0=m_0=1$. Finally $s_6=\tfrac{4\cdot2}{8}m_6=m_6=\tfrac52\cdot\tfrac32\cdot\tfrac12=\tfrac{15}{8}$.

In (d) with $N=7$, only $k=0$ and $k=6$ survive. The terms with $k=0$ add up to $\sum_nc_ne^n=p(e)$. The value $k=6$ occurs only for $n=6$ and contributes $c_6g^6s_6$.

The code computes `g2` to `g6` and `s0` to `s6` in the same way and inserts them into `smear_polynomial`.

```lean
/-- For a polynomial of degree at most six, Strutinsky smoothing adds `15 g ^ 6 / 8` times the
coefficient of the sixth power. -/
theorem strutinsky_sextic {g : ℝ} (hg : 0 < g) (p : Polynomial ℝ) (hp : p.natDegree ≤ 6)
    (e : ℝ) : smear strutinsky g (fun u => p.eval u) e
      = p.eval e + 15 / 8 * p.coeff 6 * g ^ 6 := by
  obtain ⟨g0, g1, hr⟩ := gaussian_moments
  have g3 : moment gaussian 3 = 0 := (hr 1).trans (by rw [g1, mul_zero])
  have g5 : moment gaussian 5 = 0 := (hr 3).trans (by rw [g3, mul_zero])
  have g2 : moment gaussian 2 = 1 / 2 := (hr 0).trans (by rw [g0]; norm_num)
  have g4 : moment gaussian 4 = 3 / 4 := (hr 2).trans (by rw [g2]; norm_num)
  have g6 : moment gaussian 6 = 15 / 8 := (hr 4).trans (by rw [g4]; norm_num)
  have s0 : moment strutinsky 0 = 1 := by rw [(strutinsky_moment 0).2, g0]; norm_num
  have s1 : moment strutinsky 1 = 0 := by rw [(strutinsky_moment 1).2, g1, mul_zero]
  have s2 : moment strutinsky 2 = 0 := by rw [(strutinsky_moment 2).2, g2]; norm_num
  have s3 : moment strutinsky 3 = 0 := by rw [(strutinsky_moment 3).2, g3, mul_zero]
  have s4 : moment strutinsky 4 = 0 := by rw [(strutinsky_moment 4).2, g4]; norm_num
  have s5 : moment strutinsky 5 = 0 := by rw [(strutinsky_moment 5).2, g5, mul_zero]
  have s6 : moment strutinsky 6 = 15 / 8 := by rw [(strutinsky_moment 6).2, g6]; norm_num
  have hN : p.natDegree < 7 := by omega
  rw [smear_polynomial (fun k => (strutinsky_moment k).1) hg p hN e,
    Polynomial.eval_eq_sum_range' hN]
  simp only [Finset.sum_range_succ, Finset.sum_range_zero, s0, s1, s2, s3, s4, s5, s6,
    mul_zero, add_zero, zero_add, Nat.choose_self, Nat.choose_zero_right, Nat.cast_one,
    Nat.sub_zero, Nat.sub_self]
  ring
```

## (f) The plateau

**Task.** For $p$ of degree at most five, every $e$ and every $g>0$, show that
$$\int f\!\left(\frac{e-u}{g}\right)p(u)\,\frac{du}{g}=p(e).$$

**Solution.** Set $c_6=0$ in (e). The right-hand side does not contain $g$, so the smoothed value is exactly constant in the width.

A shorter correction gives a shorter range of degrees by the same argument. The profile $\varphi(x)\left(\tfrac32-x^2\right)$ has moments $\tfrac{2-k}{2}m_k$, which equal $1$ for $k=0$ and vanish for $k=1,2,3$, so it reproduces cubics. The Lean code treats only the quartic correction.

```lean
/-- Strutinsky plateau: smoothing with any width `g > 0` reproduces every polynomial of degree
at most five exactly. -/
theorem strutinsky_plateau {g : ℝ} (hg : 0 < g) (p : Polynomial ℝ) (hp : p.natDegree ≤ 5)
    (e : ℝ) : smear strutinsky g (fun u => p.eval u) e = p.eval e := by
  rw [strutinsky_sextic hg p (by omega) e,
    Polynomial.coeff_eq_zero_of_natDegree_lt (show p.natDegree < 6 by omega)]
  ring
```

## (g) Where exactness ends

**Task.** Let $p$ have degree at most six, and fix one energy $e$ and one width $g>0$. Show that
$$\langle p\rangle_{f,g}(e)=p(e)\iff\deg p\le5 .$$

**Solution.** The direction from right to left is (f). Conversely, equality in (e) forces $c_6g^6=0$. Since $g\neq0$, this gives $c_6=0$, and the degree is at most five.

The bound of six matters for a test at a single energy: for $p(u)=u^7$ and $e=0$, both sides are zero by symmetry. Lean's `natDegree` gives the zero polynomial degree zero, so it counts among those reproduced.

```lean
/-- Among polynomials of degree at most six, those reproduced at a given energy and width are
exactly the ones of degree at most five. -/
theorem strutinsky_plateau_iff {g : ℝ} (hg : 0 < g) (p : Polynomial ℝ) (hp : p.natDegree ≤ 6)
    (e : ℝ) : smear strutinsky g (fun u => p.eval u) e = p.eval e ↔ p.natDegree ≤ 5 := by
  refine ⟨fun h => ?_, fun h => strutinsky_plateau hg p h e⟩
  rw [strutinsky_sextic hg p hp e] at h
  have hg6 : g ^ 6 ≠ 0 := (pow_pos hg 6).ne'
  have hc : p.coeff 6 = 0 := by
    have h' : p.coeff 6 * g ^ 6 = 0 := by linarith
    exact (mul_eq_zero.1 h').resolve_right hg6
  rw [Polynomial.natDegree_le_iff_coeff_eq_zero]
  intro n hn
  by_cases h6 : n = 6
  · rw [h6, hc]
  · exact Polynomial.coeff_eq_zero_of_natDegree_lt (by omega)
```

## (h) The bare Gaussian on quadratics

**Task.** For $p$ of degree at most two and $g>0$, show that
$$\langle p\rangle_{\varphi,g}(e)=p(e)+c_2\,\frac{g^2}{2}.$$

**Solution.** Use (d) with $w=\varphi$, $N=3$ and the moments $m_0=1$, $m_1=0$, $m_2=\tfrac12$. The terms with $k=0$ give $p(e)$, those with $k=1$ vanish, and $k=2$ contributes $c_2g^2m_2$. The code follows the same route.

```lean
/-- The bare Gaussian adds `g ^ 2 / 2` times the quadratic coefficient to a polynomial of degree
at most two. -/
theorem gaussian_quadratic {g : ℝ} (hg : 0 < g) (p : Polynomial ℝ) (hp : p.natDegree ≤ 2)
    (e : ℝ) : smear gaussian g (fun u => p.eval u) e
      = p.eval e + p.coeff 2 * (g ^ 2 / 2) := by
  obtain ⟨g0, g1, hr⟩ := gaussian_moments
  have g2 : moment gaussian 2 = 1 / 2 := (hr 0).trans (by rw [g0]; norm_num)
  have hN : p.natDegree < 3 := by omega
  rw [smear_polynomial gaussian_integrable hg p hN e, Polynomial.eval_eq_sum_range' hN]
  simp only [Finset.sum_range_succ, Finset.sum_range_zero, g0, g1, g2,
    mul_zero, add_zero, zero_add, Nat.choose_self, Nat.choose_zero_right, Nat.cast_one,
    Nat.sub_zero, Nat.sub_self]
  ring
```

## (i) The square of the energy

**Task.** Show that for $g>0$ the bare Gaussian gives
$$\langle u^2\rangle_{\varphi,g}(e)=e^2+\frac{g^2}{2}.$$

**Solution.** Take $p(u)=u^2$ in (h), so that $c_2=1$. Lean does this with `Polynomial.X ^ 2`.

For $e=3$ and $g=2$ the Gaussian returns $9+2=11$. The Strutinsky profile returns $9$, because its second moment is
$$\tfrac{15}{8}\cdot\tfrac12-\tfrac52\cdot\tfrac34+\tfrac12\cdot\tfrac{15}{8}=\tfrac{15-30+15}{16}=0.$$

```lean
/-- The bare Gaussian of width `g` maps `u ^ 2` to `e ^ 2 + g ^ 2 / 2`. -/
theorem gaussian_smear_sq {g : ℝ} (hg : 0 < g) (e : ℝ) :
    smear gaussian g (fun u => u ^ 2) e = e ^ 2 + g ^ 2 / 2 := by
  have h := gaussian_quadratic hg (Polynomial.X ^ 2) (by simp) e
  simpa [Polynomial.coeff_X_pow] using h

end

end StrutinskyPlateau
```

```lean
#print axioms StrutinskyPlateau.strutinsky_plateau
-- 'StrutinskyPlateau.strutinsky_plateau' depends on axioms: [propext, Classical.choice, Quot.sound]
#print axioms StrutinskyPlateau.strutinsky_plateau_iff
-- 'StrutinskyPlateau.strutinsky_plateau_iff' depends on axioms: [propext, Classical.choice, Quot.sound]
#print axioms StrutinskyPlateau.gaussian_smear_sq
-- 'StrutinskyPlateau.gaussian_smear_sq' depends on axioms: [propext, Classical.choice, Quot.sound]
```
